# Under uniform compression at fixed screening, the Yukawa Hartree energy per scale factor tends to the Coulomb energy of the original density

Let $n\ge 0$ be a measurable density on $\mathbb R^3$, compressed to $n_l(x)=l^3n(lx)$. Write $Y_m$ for its Hartree energy with kernel $e^{-mr}/r$, where $m\ge 0$, and $U$ for the one with kernel $1/r$. Then

$$l\,Y_m[n]\le Y_m[n_l]\le l\,U[n]\quad(l\ge1),\qquad \frac{Y_m[n_l]}{l}\to U[n]\quad(l\to\infty).$$

## Compression against a fixed screening length

The constant $m$ is an inverse length, not a particle mass: for $m>0$, $1/m$ is the distance over which screening weakens the repulsion. Compression brings the charges closer together while $1/m$ stays fixed, so screening matters less and less. The scale factor $l$ is often written $\lambda$ or $\gamma$.

In density functional theory this describes how a screened Hartree term behaves under coordinate scaling. It concerns only the classical repulsion of a prescribed density, without exchange or correlation. In a real medium $m$ may itself change with the density; the limit stated here is for fixed $m$.

## Scaling law, bounds and rate

The energy is
$$Y_m[n]=\tfrac12\iint n(x)n(y)\frac{e^{-m|x-y|}}{|x-y|}\,dx\,dy .$$
Let $l>0$. For $n_l$ the densities contribute $l^6n(lx)n(ly)$. Substitute $u=lx$, $v=ly$, so that $dx\,dy=l^{-6}du\,dv$ and $|x-y|=|u-v|/l$:
$$Y_m[n_l]=\frac l2\iint n(u)n(v)\frac{e^{-(m/l)|u-v|}}{|u-v|}\,du\,dv=l\,Y_{m/l}[n].$$

**Bounds.** If $l\ge1$, then $0\le m/l\le m$. The kernel decreases as the screening constant grows, so $Y_m[n]\le Y_{m/l}[n]\le Y_0[n]=U[n]$. Multiply by $l$.

**Limit.** Put $\kappa_k=m/(k+1)$ for $k=0,1,2,\dots$ The integrand of $Y_{\kappa_k}[n]$ increases with $k$ to the Coulomb integrand. Monotone convergence in $y$, then in $x$, gives $Y_{\kappa_k}[n]\to U[n]$. Given $a<U[n]$, choose $k$ with $Y_{\kappa_k}[n]>a$. Every $l\ge k+1$ has $m/l\le\kappa_k$, hence $a<Y_{m/l}[n]\le U[n]$.

**Rate.** From $1-e^{-\kappa r}\le\kappa r$ follows $1/r\le e^{-\kappa r}/r+\kappa$. Multiply by $\tfrac12n(x)n(y)$, integrate, and set $\kappa=m/l$. With $N=\int n$,
$$U[n]\le\frac{Y_m[n_l]}{l}+\frac{m}{2l}N^2\qquad(l>0).$$

## The unscreened case

For $m=0$ the scaling law becomes $U[n_l]=l\,U[n]$. Both bounds are then equalities, and the ratio equals $U[n]$ for every $l>0$.

## Densities and energies in Lean

A density is a function `n : Space → ℝ≥0`, and `scaled l n` is $n_l$. The energy `hartree w n` includes the factor $\tfrac12$ and takes values in `ℝ≥0∞`, so a divergent integral is the value $\infty$. Its integrand $n(x)n(y)w(|x-y|)$ is named `pairDensity`; this is not the pair density of many-electron theory, which contains no interaction kernel. Lean sets both kernels to $0$ at $r=0$, which changes no energy because the diagonal $x=y$ has measure zero.

- `yukawa_scaling_bounds` states the two inequalities, and needs no measurability.
- `yukawa_high_density_limit` states the limit for measurable `n`, including infinite $U[n]$.
- `yukawa_high_density_limit_real` restates it in real numbers, assuming `hartree coulomb n ≠ ∞`.
- `coulomb_le_yukawa_add` is the rate, with $N$ written as an integral. It is informative when $N$ is finite.

```lean
import Mathlib

open MeasureTheory Filter
open scoped ENNReal NNReal Topology

namespace YukawaHartreeScaling

noncomputable section

/-- Three-dimensional Euclidean space. -/
abbrev Space := EuclideanSpace ℝ (Fin 3)

/-- The Yukawa kernel `exp(-m r)/r` with screening constant `m`, for distances `r > 0`. -/
def yukawa (m r : ℝ) : ℝ := Real.exp (-(m * r)) / r

/-- The Coulomb kernel `1/r`, for distances `r > 0`. -/
def coulomb (r : ℝ) : ℝ := 1 / r

/-- The integrand `n(x) n(y) w(|x - y|)` of the Hartree energy, for a kernel `w ≥ 0`. -/
def pairDensity (w : ℝ → ℝ) (n : Space → ℝ≥0) (x y : Space) : ℝ≥0∞ :=
  (n x : ℝ≥0∞) * (n y : ℝ≥0∞) * ENNReal.ofReal (w (dist x y))

/-- The Hartree energy of the density `n` for a kernel `w ≥ 0`: half the double integral of
`n(x) n(y) w(|x - y|)`, allowed to be infinite. -/
def hartree (w : ℝ → ℝ) (n : Space → ℝ≥0) : ℝ≥0∞ :=
  2⁻¹ * ∫⁻ x, ∫⁻ y, pairDensity w n x y

/-- The uniformly scaled density `n_l(x) = l³ n(l x)`. -/
def scaled (l : ℝ≥0) (n : Space → ℝ≥0) (x : Space) : ℝ≥0 := l ^ 3 * n ((l : ℝ) • x)

/-- Without screening the Yukawa kernel is the Coulomb kernel. -/
theorem yukawa_zero : yukawa 0 = coulomb := by
  funext r
  simp [yukawa, coulomb]

/-- Change of variables `u = l x` in space, for `l > 0`: the volume element supplies `l³`. -/
theorem lintegral_scale {l : ℝ≥0} (hl : 0 < l) (f : Space → ℝ≥0∞) :
    ∫⁻ x : Space, (l : ℝ≥0∞) ^ 3 * f ((l : ℝ) • x) = ∫⁻ u, f u := by
  have hl' : 0 < (l : ℝ) := by exact_mod_cast hl
  have h0 : (l : ℝ) ≠ 0 := hl'.ne'
  have hemb : MeasurableEmbedding (fun x : Space => (l : ℝ) • x) :=
    (Homeomorph.smulOfNeZero (l : ℝ) h0).measurableEmbedding
  have e := Measure.map_addHaar_smul (volume : Measure Space) h0
  rw [finrank_euclideanSpace_fin] at e
  have hmap : ∫⁻ x : Space, f ((l : ℝ) • x)
      = ENNReal.ofReal |((l : ℝ) ^ 3)⁻¹| * ∫⁻ u, f u := by
    rw [← hemb.lintegral_map f, e, lintegral_smul_measure, smul_eq_mul]
  have hone : (l : ℝ≥0∞) ^ 3 * ENNReal.ofReal |((l : ℝ) ^ 3)⁻¹| = 1 := by
    rw [abs_of_pos (by positivity), ← ENNReal.ofReal_coe_nnreal,
      ← ENNReal.ofReal_pow hl'.le, ← ENNReal.ofReal_mul (by positivity),
      mul_inv_cancel₀ (pow_ne_zero 3 h0), ENNReal.ofReal_one]
  rw [lintegral_const_mul' _ _ (ENNReal.pow_ne_top ENNReal.coe_ne_top), hmap,
    ← mul_assoc, hone, one_mul]

/-- Exact scaling law for `l > 0`: the Yukawa energy of `n_l` is `l` times the energy of `n` with
the screening constant `m` replaced by `m/l`. -/
theorem hartree_yukawa_scaled (m : ℝ) {l : ℝ≥0} (hl : 0 < l) (n : Space → ℝ≥0) :
    hartree (yukawa m) (scaled l n) = l * hartree (yukawa (m / l)) n := by
  have hl' : 0 < (l : ℝ) := by exact_mod_cast hl
  -- the kernel at distance r, expressed at the stretched distance l r
  have hker : ∀ r : ℝ, yukawa m r = l * yukawa (m / l) (l * r) := by
    intro r
    have h : m / (l : ℝ) * (l * r) = m * r := by field_simp
    unfold yukawa
    rw [h, ← mul_div_assoc, mul_div_mul_left _ _ hl'.ne']
  have key : ∀ x y : Space, pairDensity (yukawa m) (scaled l n) x y
      = (l : ℝ≥0∞) ^ 3 * ((l : ℝ≥0∞) ^ 3 *
        (l * pairDensity (yukawa (m / l)) n ((l : ℝ) • x) ((l : ℝ) • y))) := by
    intro x y
    unfold pairDensity scaled
    rw [dist_smul₀, Real.norm_of_nonneg hl'.le, hker (dist x y),
      ENNReal.ofReal_mul hl'.le, ENNReal.ofReal_coe_nnreal]
    push_cast
    ring
  -- integrate over y, then over x
  have inner_int : ∀ x : Space, ∫⁻ y, pairDensity (yukawa m) (scaled l n) x y
      = (l : ℝ≥0∞) ^ 3 *
        (l * ∫⁻ v, pairDensity (yukawa (m / l)) n ((l : ℝ) • x) v) := by
    intro x
    simp_rw [key]
    rw [lintegral_const_mul' _ _ (ENNReal.pow_ne_top ENNReal.coe_ne_top),
      lintegral_scale hl (fun v => l * pairDensity (yukawa (m / l)) n ((l : ℝ) • x) v),
      lintegral_const_mul' _ _ ENNReal.coe_ne_top]
  unfold hartree
  simp_rw [inner_int]
  rw [lintegral_scale hl (fun u => l * ∫⁻ v, pairDensity (yukawa (m / l)) n u v),
    lintegral_const_mul' _ _ ENNReal.coe_ne_top]
  ring

/-- Increasing the screening constant never raises the integrand of the Yukawa energy, at any pair
of points. -/
theorem pairDensity_anti {a b : ℝ} (hab : a ≤ b) (n : Space → ℝ≥0) (x y : Space) :
    pairDensity (yukawa b) n x y ≤ pairDensity (yukawa a) n x y := by
  have hr : 0 ≤ dist x y := dist_nonneg
  have h : yukawa b (dist x y) ≤ yukawa a (dist x y) := by
    unfold yukawa
    gcongr
  exact mul_le_mul' le_rfl (ENNReal.ofReal_le_ofReal h)

/-- Increasing the screening constant never raises the Yukawa energy. -/
theorem hartree_anti {a b : ℝ} (hab : a ≤ b) (n : Space → ℝ≥0) :
    hartree (yukawa b) n ≤ hartree (yukawa a) n :=
  mul_le_mul' le_rfl
    (lintegral_mono fun x => lintegral_mono fun y => pairDensity_anti hab n x y)

/-- For `m ≥ 0` and `l ≥ 1`, the Yukawa energy of the compressed density lies between
`l` times the Yukawa energy and `l` times the Coulomb energy of the original density. -/
theorem yukawa_scaling_bounds {m : ℝ} (hm : 0 ≤ m) {l : ℝ≥0} (hl : 1 ≤ l)
    (n : Space → ℝ≥0) :
    l * hartree (yukawa m) n ≤ hartree (yukawa m) (scaled l n) ∧
      hartree (yukawa m) (scaled l n) ≤ l * hartree coulomb n := by
  have hl' : (1 : ℝ) ≤ l := by exact_mod_cast hl
  rw [hartree_yukawa_scaled m (lt_of_lt_of_le one_pos hl) n, ← yukawa_zero]
  exact ⟨mul_le_mul' le_rfl (hartree_anti (div_le_self hm hl') n),
    mul_le_mul' le_rfl (hartree_anti (div_nonneg hm l.2) n)⟩

/-- For a measurable density, the Yukawa energy tends to the Coulomb energy along any
sequence of screening constants that decreases to zero. -/
theorem tendsto_unscreened {n : Space → ℝ≥0} (hn : Measurable n) {κ : ℕ → ℝ}
    (hκ : Antitone κ) (h0 : Tendsto κ atTop (𝓝 0)) :
    Tendsto (fun k => hartree (yukawa (κ k)) n) atTop (𝓝 (hartree coulomb n)) := by
  have hmeas : ∀ a : ℝ,
      Measurable (fun p : Space × Space => pairDensity (yukawa a) n p.1 p.2) := by
    intro a
    have hw : Measurable (yukawa a) := by
      show Measurable (fun r : ℝ => Real.exp (-(a * r)) / r)
      fun_prop
    exact ((hn.comp measurable_fst).coe_nnreal_ennreal.mul
      (hn.comp measurable_snd).coe_nnreal_ennreal).mul
      (hw.comp measurable_dist).ennreal_ofReal
  have hpt : ∀ x y : Space, Tendsto (fun k => pairDensity (yukawa (κ k)) n x y) atTop
      (𝓝 (pairDensity coulomb n x y)) := by
    intro x y
    have hc : Continuous (fun a : ℝ => yukawa a (dist x y)) := by
      unfold yukawa
      fun_prop
    rw [← yukawa_zero]
    exact ENNReal.Tendsto.const_mul (ENNReal.tendsto_ofReal ((hc.tendsto 0).comp h0))
      (Or.inr (ENNReal.mul_ne_top ENNReal.coe_ne_top ENNReal.coe_ne_top))
  -- monotone convergence, first in y and then in x
  refine ENNReal.Tendsto.const_mul ?_ (Or.inr (by simp))
  refine lintegral_tendsto_of_tendsto_of_monotone
    (fun k => (hmeas (κ k)).lintegral_prod_right'.aemeasurable)
    (Eventually.of_forall fun x i j hij =>
      lintegral_mono fun y => pairDensity_anti (hκ hij) n x y)
    (Eventually.of_forall fun x => ?_)
  exact lintegral_tendsto_of_tendsto_of_monotone
    (fun k => ((hmeas (κ k)).comp (measurable_const.prodMk measurable_id)).aemeasurable)
    (Eventually.of_forall fun y i j hij => pairDensity_anti (hκ hij) n x y)
    (Eventually.of_forall fun y => hpt x y)

/-- For `l > 0`, the Yukawa energy of `n_l` per factor `l` is the energy of `n` with
screening constant `m/l`. -/
theorem scaled_div (m : ℝ) {l : ℝ≥0} (hl : 0 < l) (n : Space → ℝ≥0) :
    hartree (yukawa m) (scaled l n) / l = hartree (yukawa (m / l)) n := by
  rw [hartree_yukawa_scaled m hl n, mul_comm (l : ℝ≥0∞), mul_div_assoc,
    ENNReal.div_self (by exact_mod_cast hl.ne') ENNReal.coe_ne_top, mul_one]

/-- High-density limit: for a measurable density and `m ≥ 0`, `Y[n_l]/l` tends to the Coulomb
energy `U[n]`, finite or infinite, as `l` grows. -/
theorem yukawa_high_density_limit {m : ℝ} (hm : 0 ≤ m) {n : Space → ℝ≥0}
    (hn : Measurable n) :
    Tendsto (fun l : ℝ≥0 => hartree (yukawa m) (scaled l n) / l) atTop
      (𝓝 (hartree coulomb n)) := by
  have hanti : Antitone (fun k : ℕ => m * (1 / ((k : ℝ) + 1))) := by
    intro i j hij
    have hij' : (i : ℝ) ≤ j := by exact_mod_cast hij
    dsimp only
    gcongr
  have hzero : Tendsto (fun k : ℕ => m * (1 / ((k : ℝ) + 1))) atTop (𝓝 0) := by
    simpa using (tendsto_one_div_add_atTop_nhds_zero_nat (𝕜 := ℝ)).const_mul m
  refine tendsto_order.2 ⟨fun a ha => ?_, fun a ha => ?_⟩
  · -- one member of the sequence exceeds a, and all larger l do at least as well
    obtain ⟨k, hk⟩ :=
      ((tendsto_order.1 (tendsto_unscreened hn hanti hzero)).1 a ha).exists
    filter_upwards [eventually_ge_atTop ((k : ℝ≥0) + 1)] with l hl
    have hl' : (k : ℝ) + 1 ≤ l := by exact_mod_cast hl
    rw [scaled_div m (lt_of_lt_of_le (by positivity) hl) n]
    refine hk.trans_le (hartree_anti ?_ n)
    rw [mul_one_div]
    gcongr
  · filter_upwards [eventually_gt_atTop (0 : ℝ≥0)] with l hl
    rw [scaled_div m hl n]
    rw [← yukawa_zero] at ha
    exact (hartree_anti (div_nonneg hm l.2) n).trans_lt ha

/-- The high-density limit in real numbers, for a measurable density with finite Coulomb
energy and `m ≥ 0`. -/
theorem yukawa_high_density_limit_real {m : ℝ} (hm : 0 ≤ m) {n : Space → ℝ≥0}
    (hn : Measurable n) (hU : hartree coulomb n ≠ ∞) :
    Tendsto (fun l : ℝ≥0 => (hartree (yukawa m) (scaled l n)).toReal / (l : ℝ)) atTop
      (𝓝 (hartree coulomb n).toReal) := by
  simpa [Function.comp_def, ENNReal.toReal_div] using
    (ENNReal.tendsto_toReal hU).comp (yukawa_high_density_limit hm hn)

/-- Rate of convergence: for a measurable density with particle number `N`, `m ≥ 0` and
`l > 0`, the Coulomb energy exceeds `Y[n_l]/l` by at most `(m/2l) N²`. -/
theorem coulomb_le_yukawa_add {m : ℝ} (hm : 0 ≤ m) {l : ℝ≥0} (hl : 0 < l)
    {n : Space → ℝ≥0} (hn : Measurable n) :
    hartree coulomb n ≤ hartree (yukawa m) (scaled l n) / l
      + 2⁻¹ * ENNReal.ofReal (m / l) * (∫⁻ x, (n x : ℝ≥0∞)) ^ 2 := by
  rw [scaled_div m hl n]
  have hκ : 0 ≤ m / (l : ℝ) := div_nonneg hm l.2
  generalize m / (l : ℝ) = κ at hκ ⊢
  have hn' : Measurable (fun x => (n x : ℝ≥0∞)) := hn.coe_nnreal_ennreal
  -- the kernels differ by at most κ, because exp(-κ r) ≥ 1 - κ r
  have hker : ∀ r : ℝ, 0 ≤ r → coulomb r ≤ yukawa κ r + κ := by
    intro r hr
    unfold coulomb yukawa
    rcases hr.eq_or_lt with rfl | hr
    · simpa using hκ
    · have h := Real.add_one_le_exp (-(κ * r))
      rw [div_add' _ _ _ hr.ne']
      exact div_le_div_of_nonneg_right (by linarith) hr.le
  have hpt : ∀ x y : Space, pairDensity coulomb n x y
      ≤ pairDensity (yukawa κ) n x y + ENNReal.ofReal κ * n x * n y := by
    intro x y
    unfold pairDensity
    calc _ ≤ (n x : ℝ≥0∞) * n y *
          (ENNReal.ofReal (yukawa κ (dist x y)) + ENNReal.ofReal κ) :=
          mul_le_mul' le_rfl ((ENNReal.ofReal_le_ofReal (hker _ dist_nonneg)).trans
            ENNReal.ofReal_add_le)
      _ = _ := by ring
  unfold hartree
  calc _ ≤ 2⁻¹ * ∫⁻ x, ∫⁻ y,
        (pairDensity (yukawa κ) n x y + ENNReal.ofReal κ * n x * n y) :=
        mul_le_mul' le_rfl (lintegral_mono fun x => lintegral_mono fun y => hpt x y)
    _ = 2⁻¹ * ∫⁻ x, ((∫⁻ y, pairDensity (yukawa κ) n x y)
        + ENNReal.ofReal κ * n x * ∫⁻ y, (n y : ℝ≥0∞)) := by
        congr 1
        refine lintegral_congr fun x => ?_
        rw [lintegral_add_right _ (hn'.const_mul _), lintegral_const_mul _ hn']
    _ = _ := by
        rw [lintegral_add_right _ ((hn'.const_mul _).mul_const _),
          lintegral_mul_const _ (hn'.const_mul _), lintegral_const_mul _ hn']
        ring

end

end YukawaHartreeScaling
```

```lean
#print axioms YukawaHartreeScaling.hartree_yukawa_scaled
#print axioms YukawaHartreeScaling.yukawa_scaling_bounds
#print axioms YukawaHartreeScaling.yukawa_high_density_limit_real
#print axioms YukawaHartreeScaling.coulomb_le_yukawa_add
```

```
'YukawaHartreeScaling.hartree_yukawa_scaled' depends on axioms: [propext, Classical.choice, Quot.sound]
'YukawaHartreeScaling.yukawa_scaling_bounds' depends on axioms: [propext, Classical.choice, Quot.sound]
'YukawaHartreeScaling.yukawa_high_density_limit_real' depends on axioms: [propext, Classical.choice, Quot.sound]
'YukawaHartreeScaling.coulomb_le_yukawa_add' depends on axioms: [propext, Classical.choice, Quot.sound]
```

## From the change of variables to the limit

`lintegral_scale` is the substitution $u=lx$ in one integral. In `hartree_yukawa_scaled`, `hker` rewrites the kernel at the stretched distance and `key` does the same for the whole integrand; the substitution is then applied in $y$ (`inner_int`) and in $x$. `scaled_div` divides the law by $l$.

`pairDensity_anti` compares integrands at two screening constants, and `hartree_anti` integrates the comparison. With the scaling law, this gives both bounds.

In `tendsto_unscreened`, `hmeas` supplies measurability and `hpt` the pointwise limit, from continuity of the kernel in the screening constant. Monotone convergence, `lintegral_tendsto_of_tendsto_of_monotone`, is used once per integral. `yukawa_high_density_limit` then splits convergence with `tendsto_order`: values below $U[n]$ are eventually exceeded, by the argument with $\kappa_k$, and values above it are never reached, by the upper bound. The real version composes this limit with `ENNReal.tendsto_toReal`.

For the rate, `hker` obtains the kernel inequality from `Real.add_one_le_exp`, `hpt` multiplies it by the densities, and the final `calc` integrates the constant term to $\kappa N^2/2$.
